# Cost-free random restarts at a sufficiently small constant rate shorten the mean completion time if the variance exceeds the squared mean

A process takes time 1 with probability 9/10 and time 10 with probability 1/10. Its mean completion time is 1.9. Now let restarts occur at random and without memory, at a small constant rate \(r\), each one sending the process back at no cost in time to a fresh, independent attempt.

A restart at time \(s\) replaces the time that was still to go by a new mean time of 1.9, up to corrections from further restarts. In a short run this costs \(1.9-(1-s)=0.9+s\). In a long run the change is \(1.9-(10-s)=s-8.1\), a gain for most values of \(s\). Restarts strike uniformly along a run at rate \(r\), so the mean changes to first order by

\[
r\left[\tfrac{9}{10}\int_0^1(0.9+s)\,ds+\tfrac1{10}\int_0^{10}(s-8.1)\,ds\right]=r\,(1.26-3.10)=-1.84\,r .
\]

Long runs are rare, but each lasts ten times as long, so to first order restarts strike about equally often in long runs and in short ones (\(r\) against \(0.9\,r\) per run on average). A restart saves 3.1 on average in a long run and costs 1.4 on average in a short one, so the gain prevails.

## The response to a small restart rate

Let the completion times \(t_i\ge 0\) have probabilities \(p_i\), for finitely many \(i\). Write \(m=\sum_i p_it_i\) for the mean, \(M_2=\sum_i p_it_i^2\) for the second moment and \(\sigma^2=\sum_i p_i(t_i-m)^2\) for the variance. Let \(T(r)\) be the mean completion time under restarts at rate \(r>0\). The claim is

\[
\frac{T(r)-m}{r}\to m^2-\frac{M_2}{2}\qquad (r\to0^+).
\]

**One attempt.** No restart has occurred up to time \(s\) with probability \(e^{-rs}\). An attempt therefore succeeds with probability \(S(r)=\sum_i p_ie^{-rt_i}\). Some \(p_i\) is positive and no exponential exceeds 1, so \(0<S\le1\). The mean duration of the attempt, however it ends, is

\[
\sum_i p_i\int_0^{t_i}e^{-rs}\,ds=\sum_i p_i\,\frac{1-e^{-rt_i}}{r}=\frac{1-S}{r}.
\]

**All attempts.** Attempt \(n+1\) takes place if the first \(n\) have failed, which has probability \((1-S)^n\). Since \(0\le 1-S<1\), the geometric series gives

\[
T(r)=\sum_{n=0}^\infty(1-S)^n\,\frac{1-S}{r}=\frac{1-S}{rS}.
\]

**Expansion.** For \(0\le x\le1\) the alternating series of the exponential gives \(|e^{-x}-1+x-x^2/2|\le x^3\). Put \(x=rt_i\), divide by \(r^2\) and average over \(i\):

\[
Q(r)=\frac{S-1+rm}{r^2}\to\frac{M_2}{2}.
\]

Inserting \(1-S=rm-r^2Q\) twice yields an identity without approximation:

\[
\frac{T-m}{r}=\frac{1-S-rmS}{r^2S}=\frac{m(1-S)-rQ}{rS}=\frac{m^2-Q-rmQ}{S}.
\]

As \(r\to0^+\), \(S\to1\) and \(rmQ\to0\), which proves the claim.

**Sign.** Expanding the square gives \(\sigma^2=M_2-m^2\), so the limit equals \((m^2-\sigma^2)/2\). If \(\sigma^2>m^2\), sufficiently rare restarts shorten the mean; if \(\sigma^2<m^2\), they lengthen it.

The borderline \(\sigma^2=m^2\) is left open by the first order. Times 0 and \(b>0\) with probability 1/2 each lie exactly on it. There \(T(r)=\tanh(rb/2)/r\), which is below \(m=b/2\) at every positive rate, although the gain is of second order in \(r\).

For simulations in which every restart begins an independent run with the same distribution of run times, the criterion needs only two moments of the unrestarted run time, within a model that has finitely many completion times and restarts that cost nothing. A diffusive first-passage time has a continuous distribution and enters this model only through a discretised law.

## Completion laws and restarted means in Lean

A `CompletionLaw` bundles the probabilities `p` and times `t` over a finite index type `ι` with the three conditions on them. Time zero is allowed.

```lean
import Mathlib

open Filter Topology

namespace RareRestarts

noncomputable section

/-- A process that completes at time `t i ≥ 0` with probability `p i`, for finitely many `i`. -/
structure CompletionLaw (ι : Type*) [Fintype ι] where
  p : ι → ℝ
  t : ι → ℝ
  p_nonneg : ∀ i, 0 ≤ p i
  p_sum : ∑ i, p i = 1
  t_nonneg : ∀ i, 0 ≤ t i
```

The next three definitions are \(m\), \(M_2\) and \(\sigma^2\). The variance is defined as a mean squared deviation, so its relation to \(M_2\) has to be proved.

```lean
namespace CompletionLaw

variable {ι : Type*} [Fintype ι] (L : CompletionLaw ι)

/-- The mean completion time without restarts. -/
def mean : ℝ := ∑ i, L.p i * L.t i

/-- The second moment of the completion time. -/
def secondMoment : ℝ := ∑ i, L.p i * L.t i ^ 2

/-- The variance of the completion time, as the mean squared deviation from the mean. -/
def variance : ℝ := ∑ i, L.p i * (L.t i - L.mean) ^ 2
```

The physics of restarting enters through `success`, `attemptTime` and `restartMean`, which are \(S(r)\), the mean duration of one attempt and \(T(r)\). The exponential stands for restarts that come at a constant rate without memory. The powers of \(1-S\) stand for independent attempts with the same law. No stochastic process is constructed: the mean is defined by its series over attempts.

```lean
/-- The probability `S(r)` that an attempt completes before a restart of rate `r ≥ 0` occurs. -/
def success (r : ℝ) : ℝ := ∑ i, L.p i * Real.exp (-(r * L.t i))

/-- The mean duration of one attempt, ended by completion or by a restart of rate `r ≥ 0`:
the probability of no restart up to time `s`, integrated up to the completion time. -/
def attemptTime (r : ℝ) : ℝ :=
  ∑ i, L.p i * ∫ s in (0 : ℝ)..L.t i, Real.exp (-(r * s))

/-- The mean completion time under restarts of rate `r ≥ 0`: attempt `n + 1` takes place if the
first `n` attempts all failed, and then lasts `attemptTime r` on average. -/
def restartMean (r : ℝ) : ℝ := ∑' n : ℕ, (1 - L.success r) ^ n * L.attemptTime r
```

Restarts are instantaneous here. A mean dead time \(c\) per restart could be included by adding \(c(1-S)/S\) to \(T\), because \((1-S)/S\) is the mean number of restarts. The limit would then become \(m^2+cm-M_2/2\), and the condition for a gain would tighten to \(\sigma^2>m^2+2cm\).

## From one attempt to the closed form

The failure probability is first written as an average, using \(\sum_i p_i=1\).

```lean
/-- The probability that an attempt is cut short by a restart, as an average over completion
times. -/
theorem one_sub_success (r : ℝ) :
    1 - L.success r = ∑ i, L.p i * (1 - Real.exp (-(r * L.t i))) := by
  simp only [success, mul_sub, mul_one, Finset.sum_sub_distrib, L.p_sum]
```

The bounds on \(S\) follow. If no \(p_i\) were positive, the probabilities could not sum to 1; this gives the strict lower bound. The upper bound uses \(rt_i\ge0\).

```lean
/-- For a restart rate `r ≥ 0` an attempt succeeds with a probability that is positive and at
most one. -/
theorem success_mem {r : ℝ} (hr : 0 ≤ r) : 0 < L.success r ∧ L.success r ≤ 1 := by
  constructor
  · -- some completion time has positive probability
    obtain ⟨i, hi⟩ : ∃ i, 0 < L.p i := by
      by_contra! h
      have h0 := Finset.sum_nonpos (fun i (_ : i ∈ Finset.univ) => h i)
      linarith [L.p_sum]
    exact Finset.sum_pos' (fun j _ => mul_nonneg (L.p_nonneg j) (Real.exp_pos _).le)
      ⟨i, Finset.mem_univ i, mul_pos hi (Real.exp_pos _)⟩
  · have h : 0 ≤ 1 - L.success r := by
      rw [one_sub_success]
      refine Finset.sum_nonneg fun i _ => mul_nonneg (L.p_nonneg i) ?_
      have h1 : Real.exp (-(r * L.t i)) ≤ 1 :=
        Real.exp_le_one_iff.mpr (neg_nonpos.mpr (mul_nonneg hr (L.t_nonneg i)))
      linarith
    linarith
```

For the mean duration, `hint` evaluates the integral by checking that \(-e^{-rs}/r\) is an antiderivative. The sum over `i` then gives \((1-S)/r\).

```lean
/-- For a nonzero rate `r` the mean duration of one attempt is `(1 - S(r)) / r`. -/
theorem attemptTime_eq {r : ℝ} (hr : r ≠ 0) : L.attemptTime r = (1 - L.success r) / r := by
  have hint : ∀ a : ℝ, ∫ s in (0 : ℝ)..a, Real.exp (-(r * s))
      = (1 - Real.exp (-(r * a))) / r := by
    intro a
    have hd : ∀ s ∈ Set.uIcc 0 a,
        HasDerivAt (fun s : ℝ => -Real.exp (-(r * s)) / r) (Real.exp (-(r * s))) s := by
      intro s _
      have h1 : HasDerivAt (fun s : ℝ => -(r * s)) (-r) s := by
        simpa using ((hasDerivAt_id' s).const_mul r).fun_neg
      exact (h1.exp.fun_neg.div_const r).congr_deriv (by field_simp)
    rw [intervalIntegral.integral_eq_sub_of_hasDerivAt hd
      (Continuous.intervalIntegrable (by fun_prop) _ _)]
    simp only [mul_zero, neg_zero, Real.exp_zero]
    ring
  rw [one_sub_success, Finset.sum_div]
  refine Finset.sum_congr rfl fun i _ => ?_
  rw [hint, mul_div_assoc]
```

The geometric series now yields the closed form of \(T\) for every `r > 0`. The bounds from `success_mem` supply its convergence.

```lean
/-- Under restarts of rate `r > 0` the mean completion time is `(1 - S(r)) / (r S(r))`. -/
theorem restartMean_eq {r : ℝ} (hr : 0 < r) :
    L.restartMean r = (1 - L.success r) / (r * L.success r) := by
  obtain ⟨h0, h1⟩ := L.success_mem hr.le
  -- geometric series over the number of failed attempts
  rw [restartMean, tsum_mul_right, tsum_geometric_of_lt_one (by linarith) (by linarith),
    L.attemptTime_eq hr.ne', sub_sub_cancel]
  field_simp
```

## The limit of vanishing rate

The notation `𝓝[>] 0` means that \(r\) approaches zero through positive values. The following lemma treats a single completion time `a`. Once \(ra<1\), `Real.exp_bound` supplies the cubic remainder; after division by \(r^2\) the error is at most \(ra^3\), and a squeeze argument finishes.

```lean
/-- The second-order term of a decaying exponential: `(exp(-ra) - 1 + ra) / r²` tends to `a²/2`
as `r → 0+`, for `a ≥ 0`. -/
theorem exp_second_order {a : ℝ} (ha : 0 ≤ a) :
    Tendsto (fun r : ℝ => (Real.exp (-(r * a)) - 1 + r * a) / r ^ 2) (𝓝[>] 0)
      (𝓝 (a ^ 2 / 2)) := by
  have hlin : ∀ b : ℝ, Tendsto (fun r : ℝ => r * b) (𝓝[>] 0) (𝓝 0) := by
    intro b
    have h : Continuous fun r : ℝ => r * b := by fun_prop
    simpa using (h.tendsto 0).mono_left nhdsWithin_le_nhds
  have hb : ∀ᶠ r : ℝ in 𝓝[>] 0,
      ‖(Real.exp (-(r * a)) - 1 + r * a) / r ^ 2 - a ^ 2 / 2‖ ≤ r * a ^ 3 := by
    filter_upwards [(hlin a).eventually_lt_const one_pos, self_mem_nhdsWithin] with r hr hr0
    have hr0 : 0 < r := hr0
    have hx : 0 ≤ r * a := by positivity
    -- Taylor remainder of third order
    have h := Real.exp_bound (x := -(r * a)) (n := 3)
      (by rw [abs_neg, abs_of_nonneg hx]; exact hr.le) (by norm_num)
    have hsum : ∑ m ∈ Finset.range 3, (-(r * a)) ^ m / (m.factorial : ℝ)
        = 1 - r * a + (r * a) ^ 2 / 2 := by
      simp [Finset.sum_range_succ, Nat.factorial]
      ring
    rw [hsum, abs_neg, abs_of_nonneg hx] at h
    have h' := h.trans (mul_le_of_le_one_right (by positivity) (by norm_num [Nat.factorial]))
    generalize Real.exp (-(r * a)) = E at h' ⊢
    have heq : (E - 1 + r * a) / r ^ 2 - a ^ 2 / 2
        = (E - (1 - r * a + (r * a) ^ 2 / 2)) / r ^ 2 := by
      field_simp
      ring
    rw [heq, Real.norm_eq_abs, abs_div, abs_of_pos (pow_pos hr0 2),
      div_le_iff₀ (pow_pos hr0 2)]
    calc _ ≤ (r * a) ^ 3 := h'
      _ = r * a ^ 3 * r ^ 2 := by ring
  have h := (squeeze_zero_norm' hb (hlin (a ^ 3))).add_const (a ^ 2 / 2)
  simpa only [sub_add_cancel, zero_add] using h
```

In the main theorem, `hQ` averages this lemma over the law and obtains \(Q\to M_2/2\), while `hS` obtains \(S\to1\) from continuity. The limit `h` is that of \((m^2-Q-rmQ)/S\). The last lines show, with `field_simp` and `ring`, that this expression equals \((T-m)/r\) for every positive \(r\).

```lean
/-- Response to rare restarts: `(T(r) - m) / r` tends to `m² - M2/2` as `r → 0+`, where `T(r)` is
the mean completion time under restarts, `m` the mean and `M2` the second moment without. -/
theorem restart_response :
    Tendsto (fun r => (L.restartMean r - L.mean) / r) (𝓝[>] 0)
      (𝓝 (L.mean ^ 2 - L.secondMoment / 2)) := by
  -- second-order coefficient of the success probability
  have hQ : Tendsto (fun r => (L.success r - 1 + r * L.mean) / r ^ 2) (𝓝[>] 0)
      (𝓝 (L.secondMoment / 2)) := by
    have h := tendsto_finsetSum Finset.univ
      (fun i _ => (exp_second_order (L.t_nonneg i)).const_mul (L.p i))
    convert h using 1
    · funext r
      have h1 : L.success r - 1 + r * L.mean
          = ∑ i, L.p i * (Real.exp (-(r * L.t i)) - 1 + r * L.t i) := by
        have h2 : r * L.mean = ∑ i, L.p i * (r * L.t i) := by
          rw [mean, Finset.mul_sum]
          exact Finset.sum_congr rfl fun i _ => by ring
        simp only [h2, success, mul_add, mul_sub, mul_one, Finset.sum_add_distrib,
          Finset.sum_sub_distrib, L.p_sum]
      rw [h1, Finset.sum_div]
      exact Finset.sum_congr rfl fun i _ => by ring
    · rw [secondMoment, Finset.sum_div]
      exact congrArg 𝓝 (Finset.sum_congr rfl fun i _ => by ring)
  have hS : Tendsto L.success (𝓝[>] 0) (𝓝 1) := by
    have hc : Continuous L.success := by unfold success; fun_prop
    have h0 : L.success 0 = 1 := by simp [success, L.p_sum]
    simpa only [h0] using (hc.tendsto 0).mono_left nhdsWithin_le_nhds
  have hr : Tendsto (fun r : ℝ => r) (𝓝[>] 0) (𝓝 0) :=
    tendsto_id.mono_left nhdsWithin_le_nhds
  have h := ((hQ.const_sub (L.mean ^ 2)).sub ((hr.mul_const L.mean).mul hQ)).div hS one_ne_zero
  simp only [zero_mul, sub_zero, div_one] at h
  refine h.congr' ?_
  filter_upwards [self_mem_nhdsWithin] with r hr0
  have hr0 : 0 < r := hr0
  have hs := (L.success_mem hr0.le).1.ne'
  have hrn := hr0.ne'
  simp only [Pi.div_apply, L.restartMean_eq hr0]
  field_simp
  ring
```

## The variance criterion and two examples

Expanding the square relates the variance to the second moment.

```lean
/-- The variance is the second moment minus the squared mean. -/
theorem variance_eq : L.variance = L.secondMoment - L.mean ^ 2 := by
  have h : L.variance = ∑ i, (L.p i * L.t i ^ 2 - 2 * L.mean * (L.p i * L.t i)
      + L.mean ^ 2 * L.p i) := Finset.sum_congr rfl fun i _ => by ring
  have hm : ∑ i, L.p i * L.t i = L.mean := rfl
  have h2 : ∑ i, L.p i * L.t i ^ 2 = L.secondMoment := rfl
  rw [h, Finset.sum_add_distrib, Finset.sum_sub_distrib, ← Finset.mul_sum, ← Finset.mul_sum,
    L.p_sum, hm, h2]
  ring
```

In the criterion, `∀ᶠ r in 𝓝[>] 0` says that there is some \(r_0>0\) such that the inequality holds for all \(0<r<r_0\). The theorem gives no value for \(r_0\). In each direction the limit has a strict sign, so the quotient \((T-m)/r\) eventually has the same sign, and multiplication by \(r>0\) compares \(T\) with \(m\).

```lean
/-- If the variance exceeds the squared mean, all sufficiently rare restarts shorten the mean
completion time; if it is below the squared mean, they lengthen it. -/
theorem rare_restarts_criterion :
    (L.mean ^ 2 < L.variance → ∀ᶠ r in 𝓝[>] 0, L.restartMean r < L.mean) ∧
    (L.variance < L.mean ^ 2 → ∀ᶠ r in 𝓝[>] 0, L.mean < L.restartMean r) := by
  rw [variance_eq]
  constructor
  · intro hv
    filter_upwards [L.restart_response.eventually_lt_const
      (show L.mean ^ 2 - L.secondMoment / 2 < 0 by linarith), self_mem_nhdsWithin] with r h hr
    have h1 := (div_lt_iff₀ (show 0 < r from hr)).mp h
    linarith
  · intro hv
    filter_upwards [L.restart_response.eventually_const_lt
      (show 0 < L.mean ^ 2 - L.secondMoment / 2 by linarith), self_mem_nhdsWithin] with r h hr
    have h1 := (lt_div_iff₀ (show 0 < r from hr)).mp h
    linarith
```

A sharp completion time \(a>0\) has zero variance, and here the conclusion holds at every positive rate. By hand, \(T=(e^{ra}-1)/r>a\), because \(e^x>1+x\) for \(x\ne0\). The proof uses the same inequality multiplied by \(e^{-ra}\).

```lean
/-- If the process always takes the same time `a > 0`, restarts at any rate `r > 0` lengthen the
mean completion time. -/
theorem sharp_time_restarts_harm {a r : ℝ} (ha : 0 < a) (hr : 0 < r) (h : ∀ i, L.t i = a) :
    L.mean < L.restartMean r := by
  have hm : L.mean = a := by simp only [mean, h, ← Finset.sum_mul, L.p_sum, one_mul]
  have hs : L.success r = Real.exp (-(r * a)) := by
    simp only [success, h, ← Finset.sum_mul, L.p_sum, one_mul]
  have hE := Real.exp_pos (-(r * a))
  rw [L.restartMean_eq hr, hm, hs, lt_div_iff₀ (mul_pos hr hE)]
  -- the exponential lies strictly above its tangent
  have h1 := mul_lt_mul_of_pos_right (Real.add_one_lt_exp (mul_pos hr ha).ne') hE
  rw [← Real.exp_add, add_neg_cancel, Real.exp_zero] at h1
  linarith

end CompletionLaw
```

The two-time process from the beginning is a law on `Fin 2`. It has \(m^2=3.61\) and \(M_2=10.9\), hence \(\sigma^2=7.29\).

```lean
/-- A process that takes time 1 with probability 9/10 and time 10 with probability 1/10. -/
def fastOrSlow : CompletionLaw (Fin 2) where
  p := ![9 / 10, 1 / 10]
  t := ![1, 10]
  p_nonneg := by intro i; fin_cases i <;> norm_num
  p_sum := by norm_num [Fin.sum_univ_two]
  t_nonneg := by intro i; fin_cases i <;> norm_num
```

The last theorem confirms \(m^2<\sigma^2\) for this law, which is the hypothesis of the first half of `rare_restarts_criterion`.

```lean
/-- For the process with times 1 and 10 the variance exceeds the squared mean. -/
theorem rare_restarts_witness : fastOrSlow.mean ^ 2 < fastOrSlow.variance := by
  rw [CompletionLaw.variance_eq]
  norm_num [CompletionLaw.mean, CompletionLaw.secondMoment, fastOrSlow, Fin.sum_univ_two]

end

end RareRestarts
```

```lean
#print axioms RareRestarts.CompletionLaw.rare_restarts_criterion
#print axioms RareRestarts.CompletionLaw.sharp_time_restarts_harm
```

```
'RareRestarts.CompletionLaw.rare_restarts_criterion' depends on axioms: [propext, Classical.choice, Quot.sound]
'RareRestarts.CompletionLaw.sharp_time_restarts_harm' depends on axioms: [propext, Classical.choice, Quot.sound]
```
